# Without spin-orbit coupling, the three-band valence levels of a cubic crystal are, to second order in k, free of warping exactly when N = L − M

Q: Near the top of the valence band of a cubic semiconductor, take two wave vectors of equal length, (1, 1, 1) and (√3, 0, 0), with components along the cube axes in some small unit. Are the band energies the same at both?

A: Only for special band parameters. Take a crystal of the diamond or zincblende type whose valence band has its top at k = 0. Without spin-orbit coupling, three p-like bands meet there. To second order in k, their energies, measured from this top, are the eigenvalues of a real symmetric 3×3 matrix with

diagonal entries L kᵢ² + M(|k|² − kᵢ²), off-diagonal entries N kᵢkⱼ.

The real constants L, M and N stand for the curvature that the three bands acquire, largely through coupling to remote bands; the free-electron term ħ²/2m is included in L and M. L acts along an orbital's own axis, M acts across it, and N mixes two orbitals.

At (√3, 0, 0) the matrix is diagonal, with levels 3L, 3M, 3M. At (1, 1, 1) every diagonal entry is L + 2M and every off-diagonal entry is N, so the levels are L + 2M + 2N once and L + 2M − N twice. The repeated levels must agree:

L + 2M − N = 3M, hence N = L − M.

The remaining level is then L + 2M + 2(L − M) = 3L, as required. For any other N the energies depend on direction, which is warping.

Q: That settles two directions. Why should N = L − M remove the dependence in all the others?

A: Write out the secular polynomial at energy x. Let s = |k|², A = L − M and y = x − M s. The matrix "x minus Hamiltonian" has diagonal entries y − A kᵢ² and off-diagonal entries −N kᵢkⱼ. Put

E = k₀²k₁² + k₁²k₂² + k₂²k₀², P = k₀²k₁²k₂².

The product of the diagonal entries is

y³ − A s y² + A² E y − A³ P.

The two cyclic products of off-diagonal entries add −2N³ P. The three remaining terms of the determinant add −N²(E y − 3A P). Since A³ − 3AN² + 2N³ = (A − N)²(A + 2N), the sum is

y³ − A s y² + (A² − N²) E y − (A − N)²(A + 2N) P.

Direction enters only through E and P. If N = A, both of their coefficients vanish and y²(y − A s) remains, which is (x − M s)²(x − L s).

Q: Now the Lean version. Which length does it use? The default norm on triples in Mathlib is the largest absolute value of a component, not the Euclidean length.

A: That is why the code defines the squared length explicitly. A wave vector is a function `k : Fin 3 → ℝ`, with components numbered 0, 1, 2, and `kSq k` is the sum of their squares. The small lemma after it evaluates this sum for a vector given by its components.

```lean
import Mathlib

open Polynomial

namespace ValenceBandWarping

/-- The squared length of the wave vector `k`. -/
def kSq (k : Fin 3 → ℝ) : ℝ := ∑ i, k i ^ 2

/-- The squared length of a wave vector given by its three components. -/
theorem kSq_components (a b c : ℝ) : kSq ![a, b, c] = a ^ 2 + b ^ 2 + c ^ 2 := by
  simp [kSq, Fin.sum_univ_three]
```

Q: And the Hamiltonian?

A: It is `dkk L M N k`, after the initials of Dresselhaus, Kip and Kittel. The square-root formula for heavy and light holes that often goes with those names describes strong spin-orbit splitting; this matrix has no spin.

```lean
/-- The three-band valence Hamiltonian without spin-orbit coupling, with real band
parameters `L`, `M`, `N`, at the wave vector `k`. -/
def dkk (L M N : ℝ) (k : Fin 3 → ℝ) : Matrix (Fin 3) (Fin 3) ℝ :=
  Matrix.of fun i j =>
    if i = j then L * k i ^ 2 + M * (kSq k - k i ^ 2) else N * k i * k j
```

Q: So where does the physics enter without proof?

A: In the choice of this matrix. That the bands of a real crystal near k = 0 follow it, with spin-orbit coupling and higher powers of k neglected, is assumed. Everything after that is algebra for arbitrary real L, M and N.

Q: Why compare characteristic polynomials and not energies?

A: For a real symmetric matrix they carry the same information: the roots, counted with multiplicity, are the three energies. The eigenvectors are not compared, and they may turn with k even when the energies do not.

The next theorem is the expansion above, with A, s and y written out. `Matrix.det_fin_three` expands the determinant, `simp` inserts the entries, and `ring` collects the terms.

```lean
/-- The secular polynomial at energy `x`: two terms contain the direction of `k`, one through
the sum of the products of two squared components, one through the product of all three. -/
theorem charpoly_eval (L M N : ℝ) (k : Fin 3 → ℝ) (x : ℝ) :
    (dkk L M N k).charpoly.eval x =
      (x - M * kSq k) ^ 3 - (L - M) * kSq k * (x - M * kSq k) ^ 2
        + ((L - M) ^ 2 - N ^ 2)
          * (k 0 ^ 2 * k 1 ^ 2 + k 1 ^ 2 * k 2 ^ 2 + k 2 ^ 2 * k 0 ^ 2) * (x - M * kSq k)
        - (L - M - N) ^ 2 * (L - M + 2 * N) * (k 0 ^ 2 * k 1 ^ 2 * k 2 ^ 2) := by
  rw [Matrix.charpoly, Matrix.det_fin_three]
  simp [dkk, kSq, Fin.sum_univ_three]
  ring
```

The isotropic case follows. Here `X` is the polynomial variable, not an orbital, and `C` turns a number into a constant polynomial. `Polynomial.funext` reduces the equality of two polynomials to equality at every energy x, where the expansion applies.

```lean
/-- If `N = L - M`, the secular polynomial has the simple factor of a band `L |k|²` and the
squared factor of a band `M |k|²`. -/
theorem charpoly_isotropic {L M N : ℝ} (h : N = L - M) (k : Fin 3 → ℝ) :
    (dkk L M N k).charpoly = (X - C (L * kSq k)) * (X - C (M * kSq k)) ^ 2 := by
  subst h
  refine Polynomial.funext fun x => ?_
  rw [charpoly_eval]
  simp only [eval_mul, eval_pow, eval_sub, eval_X, eval_C]
  ring
```

Q: The opening example used the body diagonal. Is that direction special?

A: It makes the eigenvalues easy, but any k with three nonzero components will do. Compare it with (p, 0, 0), where p² = |k|²; the sign of p is immaterial. On the axis E = P = 0, so equal polynomials mean

(A² − N²) E y − (A − N)²(A + 2N) P = 0 for every y.

Setting y = 0 removes the first term, and P > 0 gives (A − N)²(A + 2N) = 0. Setting y = 1 then leaves (A² − N²) E = 0, and E > 0 gives A² = N². The first condition allows N = A or A = −2N. In the second case A² = N² becomes 4N² = N², so N = 0 and A = 0, and again N = A.

In the code, `e0` and `e1` are the evaluations at y = 0 and y = 1, `hP` and `hE` are the two products that vanish, and `positivity` shows that P and E are nonzero. The `rcases` line splits the two cases. The converse uses the factorisation at both vectors.

```lean
/-- One direction suffices to detect warping: for a wave vector with three nonzero components,
the secular polynomial equals that of a wave vector of the same length along the first cube
axis if and only if `N = L - M`. -/
theorem single_direction_test (L M N : ℝ) {k : Fin 3 → ℝ} {p : ℝ}
    (hk : ∀ i, k i ≠ 0) (hp : p ^ 2 = kSq k) :
    (dkk L M N k).charpoly = (dkk L M N ![p, 0, 0]).charpoly ↔ N = L - M := by
  have hs : kSq ![p, 0, 0] = kSq k := by
    rw [← hp]
    simp [kSq, Fin.sum_univ_three]
  constructor
  · intro h
    have h1 : (![p, 0, 0] : Fin 3 → ℝ) 1 = 0 := rfl
    have h2 : (![p, 0, 0] : Fin 3 → ℝ) 2 = 0 := rfl
    -- two energies isolate the two direction-dependent coefficients
    have e0 := congrArg (Polynomial.eval (M * kSq k)) h
    have e1 := congrArg (Polynomial.eval (M * kSq k + 1)) h
    rw [charpoly_eval, charpoly_eval, hs, h1, h2] at e0 e1
    have hP : (L - M - N) ^ 2 * (L - M + 2 * N) * (k 0 ^ 2 * k 1 ^ 2 * k 2 ^ 2) = 0 := by
      linear_combination -e0
    have hE : ((L - M) ^ 2 - N ^ 2)
        * (k 0 ^ 2 * k 1 ^ 2 + k 1 ^ 2 * k 2 ^ 2 + k 2 ^ 2 * k 0 ^ 2) = 0 := by
      linear_combination e1 - e0
    have k0 := hk 0
    have k1 := hk 1
    have k2 := hk 2
    have hB := (mul_eq_zero.mp hE).resolve_right (by positivity)
    have hc := (mul_eq_zero.mp hP).resolve_right (by positivity)
    -- the cubic coefficient leaves two cases; the second forces `N = 0` and `L = M`
    rcases mul_eq_zero.mp hc with h3 | h3
    · have h4 : L - M - N = 0 := pow_eq_zero_iff two_ne_zero |>.mp h3
      linarith
    · have h4 : N ^ 2 = 0 := by
        linear_combination (1 / 3) * hB - (1 / 3) * (L - M - 2 * N) * h3
      have h5 : N = 0 := pow_eq_zero_iff two_ne_zero |>.mp h4
      linarith
  · intro h
    rw [charpoly_isotropic h, charpoly_isotropic h, hs]
```

Q: How does Lean express "depends only on the length"?

A: As a statement about pairs: whenever `kSq k = kSq q`, the two characteristic polynomials are equal. Lengths are nonnegative, so equal squares mean equal lengths. The theorem says that this holds for all pairs k, q if and only if `N = L - M`.

For necessity, the proof applies the previous theorem to (1, 2, 2) and (3, 0, 0), both of length 3, which avoids the square root in the opening example. For sufficiency, the factored polynomial contains k only through `kSq k`.

```lean
/-- Absence of warping: the secular polynomial of the valence Hamiltonian depends only on the
length of the wave vector if and only if `N = L - M`. -/
theorem isotropic_iff (L M N : ℝ) :
    (∀ k q : Fin 3 → ℝ, kSq k = kSq q →
      (dkk L M N k).charpoly = (dkk L M N q).charpoly) ↔ N = L - M := by
  constructor
  · intro h
    -- compare the wave vectors (1,2,2) and (3,0,0), both of length 3
    have hk : ∀ i, (![1, 2, 2] : Fin 3 → ℝ) i ≠ 0 := by
      intro i
      fin_cases i <;> simp
    have hp : (3 : ℝ) ^ 2 = kSq ![1, 2, 2] := by
      rw [kSq_components]
      norm_num
    have hq : kSq ![1, 2, 2] = kSq ![3, 0, 0] := by
      rw [kSq_components, kSq_components]
      norm_num
    exact (single_direction_test L M N hk hp).mp (h _ _ hq)
  · intro h k q hs
    rw [charpoly_isotropic h, charpoly_isotropic h, hs]
```

Q: Suppose I know the bands only in the plane k₂ = 0. Would isotropy there be enough?

A: No. In that plane P = 0, so only the term with A² − N² can carry direction. It vanishes for N = A and also for N = −A, that is, N = M − L. If L ≠ M, the second choice looks isotropic in the plane and is warped outside it.

The proof of necessity compares (3, 4, 0) with (5, 0, 0), for which E is 144 and 0, at y = 1. The result factors as (N − (L − M))(N − (M − L)) = 0. Conversely, either relation makes A² − N² zero, and the two polynomials coincide.

```lean
/-- Within the coordinate plane `k 2 = 0`, the secular polynomial depends only on the length of
the wave vector if and only if `N = L - M` or `N = M - L`. -/
theorem plane_isotropic_iff (L M N : ℝ) :
    (∀ k q : Fin 3 → ℝ, k 2 = 0 → q 2 = 0 → kSq k = kSq q →
      (dkk L M N k).charpoly = (dkk L M N q).charpoly) ↔ N = L - M ∨ N = M - L := by
  constructor
  · intro h
    -- compare the wave vectors (3,4,0) and (5,0,0), both of length 5
    have hs1 : kSq ![3, 4, 0] = 25 := by
      rw [kSq_components]
      norm_num
    have hs2 : kSq ![5, 0, 0] = 25 := by
      rw [kSq_components]
      norm_num
    have e := congrArg (Polynomial.eval (M * 25 + 1))
      (h ![3, 4, 0] ![5, 0, 0] rfl rfl (hs1.trans hs2.symm))
    rw [charpoly_eval, charpoly_eval, hs1, hs2] at e
    simp only [show (![3, 4, 0] : Fin 3 → ℝ) 0 = 3 from rfl,
      show (![3, 4, 0] : Fin 3 → ℝ) 1 = 4 from rfl,
      show (![3, 4, 0] : Fin 3 → ℝ) 2 = 0 from rfl,
      show (![5, 0, 0] : Fin 3 → ℝ) 0 = 5 from rfl,
      show (![5, 0, 0] : Fin 3 → ℝ) 1 = 0 from rfl,
      show (![5, 0, 0] : Fin 3 → ℝ) 2 = 0 from rfl] at e
    have h3 : (N - (L - M)) * (N - (M - L)) = 0 := by
      linear_combination (-1 / 144) * e
    rcases mul_eq_zero.mp h3 with h4 | h4
    · exact Or.inl (sub_eq_zero.mp h4)
    · exact Or.inr (sub_eq_zero.mp h4)
  · intro h k q hk hq hs
    have hB : (L - M) ^ 2 - N ^ 2 = 0 := by
      rcases h with rfl | rfl <;> ring
    refine Polynomial.funext fun x => ?_
    rw [charpoly_eval, charpoly_eval, hs, hk, hq, hB]
    ring

end ValenceBandWarping
```

```lean
#print axioms ValenceBandWarping.isotropic_iff
-- 'ValenceBandWarping.isotropic_iff' depends on axioms: [propext, Classical.choice, Quot.sound]
#print axioms ValenceBandWarping.plane_isotropic_iff
-- 'ValenceBandWarping.plane_isotropic_iff' depends on axioms: [propext, Classical.choice, Quot.sound]
```

Q: Where would I meet this in an actual calculation?

A: When you extract L, M and N from a band structure computed without spin-orbit coupling. Close to k = 0, divide the energies, measured from the band edge, by |k|². Along a cube axis this gives L once and M twice. Along the body diagonal it gives

(L + 2M + 2N)/3 once, (L + 2M − N)/3 twice.

The repeated values differ by (L − M − N)/3. With the illustrative values L = −6, M = −4, N = −8 in units of ħ²/2m, the axis gives −6, −4, −4 and the diagonal gives −10, −2, −2, so the bands are strongly warped. With N = −2 both directions would give −6, −4, −4. Within this parabolic, spin-free model, negative L and M with N = L − M make the constant-energy surfaces below the band edge spheres, and the density of states needs only two effective masses.

Q: Does the same algebra say anything beyond holes?

A: It gives the isotropy condition for sound in a cubic crystal. For a plane elastic wave with wave vector k, without piezoelectric coupling, density times squared angular frequency is an eigenvalue of the same matrix, with the elastic constants entering as

L = C₁₁, M = C₄₄, N = C₁₂ + C₄₄.

The condition N = L − M becomes

C₁₁ − C₁₂ = 2C₄₄,

so the three sound speeds are independent of direction exactly when this relation holds.
